# A weighted direction sum that averages every fourth-rank tensor exactly needs at least six directions

An orientation set is modelled here as a finite indexed family of vectors $n_i\in\mathbb R^3$ with real weights $w_i$. Such a family may list a vector twice, or give it weight zero, so the number of indices is not the quantity to bound. What is counted instead is the size of any finite set of vectors that contains every $n_i$ with $w_i\neq0$.

## Averaging over molecular orientations

A molecule in a gas or liquid presents all orientations to an applied field. If a property is read along the field direction $n$, its isotropic average is an integral over the unit sphere, which a calculation may replace by a weighted sum over a few directions. For a fourth-rank property, such as the static second hyperpolarisability, the reading is a quartic form in $n$. The sum is exact for all such forms when it is exact for the fourth powers $(n\cdot x)^4$. Since the spherical average of $\cos^4\theta$ is $1/5$, the condition is

$$\sum_i w_i\,(n_i\cdot x)^4=\frac{|x|^4}{5}\qquad\text{for every }x\in\mathbb R^3. \tag{1}$$

For a rigid molecule read only along the field direction, the bound below says that a finite-field scheme exact for every fourth-rank tensor needs at least six field directions. A particular molecule with symmetry may need fewer.

## What the theorems state

Condition (1) is `ExactRankFour w n`. Vectors have type `Fin 3 → ℝ`, with components numbered 0, 1, 2, and $|x|^2$ is written as the dot product `x ⬝ᵥ x`.

- `six_le_card_directions`: if (1) holds and the finite set `S` contains every `n i` with `w i ≠ 0`, then `6 ≤ S.card`. The vectors need not have unit length, and the weights may be negative.
- `six_directions_rigid`: if (1) holds for a family with exactly six indices and all vectors have unit length, then every weight is $1/6$ and $(n_i\cdot n_j)^2=1/5$ for $i\neq j$.
- `icosahedralAxes_witness`: the six axes of a regular icosahedron are unit vectors and satisfy (1) with weights $1/6$, so the bound is attained.

The vectors $n$ and $-n$ count as two elements of `S`. Flipping signs leaves (1) unchanged, however, so for unit vectors one may first choose one vector per axis, and the bound then gives six axes. Vectors of other lengths can first be rescaled to unit length, with $w_i$ replaced by $w_i|n_i|^4$ and zero vectors dropped. The theorems concern directions only. Averages over full rotations, where transverse components are also read, are not treated.

## From fourth powers to the isotropic average

Let $a,b,c,d$ be vectors and put $x=a+sb+tc+ud$ with $s,t,u=\pm1$. Multiply (1) by $stu$ and sum over the eight sign choices. Only terms odd in each of $s,t,u$ survive.

On the left, the surviving term of the fourth power is $24\,stu\,(n_i\cdot a)(n_i\cdot b)(n_i\cdot c)(n_i\cdot d)$, so the signed sum gives $8\cdot24=192$ times the mixed product. On the right, $|x|^2$ contains
$$2\big(s\,a\cdot b+t\,a\cdot c+u\,a\cdot d+st\,b\cdot c+su\,b\cdot d+tu\,c\cdot d\big)$$
plus terms without signs. In its square, the coefficient of $stu$ is $8$ times the sum of the three pairings. The signed sum is therefore $64/5$ times that sum, and division by 192 gives

$$\sum_i w_i(n_i\cdot a)(n_i\cdot b)(n_i\cdot c)(n_i\cdot d)=\frac{(a\cdot b)(c\cdot d)+(a\cdot c)(b\cdot d)+(a\cdot d)(b\cdot c)}{15}. \tag{2}$$

## Rebuilding a second-rank tensor from its readings

Let $A$ be a second-rank tensor, for instance a polarisability, with reading $v\cdot Av$ along $v$. Define the kernel
$$K(y,v)=\tfrac{15}{2}(v\cdot y)^2-\tfrac32|y|^2|v|^2 .$$

Two cases of (2) are needed. The first is
$$\sum_i w_i(n_i\cdot y)^2(n_i\cdot a)(n_i\cdot b)=\frac{|y|^2\,a\cdot b+2(y\cdot a)(y\cdot b)}{15}.$$
For the second, set the first two vectors in (2) equal to the unit vector $e_k$ and sum over $k=0,1,2$:
$$\sum_i w_i|n_i|^2(n_i\cdot a)(n_i\cdot b)=\frac{3\,a\cdot b+2\,a\cdot b}{15}=\frac{a\cdot b}{3}.$$

Take $15/2$ times the first minus $\tfrac32|y|^2$ times the second. The terms $\tfrac12|y|^2\,a\cdot b$ cancel, which leaves
$$\sum_i w_iK(y,n_i)(n_i\cdot a)(n_i\cdot b)=(y\cdot a)(y\cdot b).$$

If $A_k$ is row $k$ of $A$, then $v\cdot Av=\sum_k(v\cdot e_k)(v\cdot A_k)$. Applying the last identity to each term gives

$$\sum_i w_iK(y,n_i)\,(n_i\cdot An_i)=y\cdot Ay. \tag{3}$$

## Counting components

Suppose that a symmetric $A$ reads zero along every $n_i$ of nonzero weight. By (3), $y\cdot Ay=0$ for every $y$. Taking $y=e_k$ makes the diagonal components vanish, and then $y=e_j+e_k$ with $j\neq k$ makes the off-diagonal ones vanish. The linear map from the six components of $A$ to its readings is thus injective, so there are at least six readings.

Now let there be exactly six unit vectors. An injective linear map between spaces of dimension six is also surjective, so for each $k$ some symmetric tensor reads 1 along $n_k$ and 0 along the other five. Inserting it in (3) with $y=n_j$ gives
$$w_kK(n_j,n_k)=\delta_{jk}.$$
For $j=k$ the kernel is $\tfrac{15}2-\tfrac32=6$, so $w_k=1/6$. For $j\neq k$ it must vanish, so $(n_j\cdot n_k)^2=1/5$.

## The icosahedral axes

Let $p=\sqrt{(5-\sqrt5)/10}$ and $q=\sqrt{(5+\sqrt5)/10}$. Then $p^2+q^2=1$ and $p^2q^2=1/5$, hence $p^4+q^4=3/5$. The axes are $(0,p,\pm q)$, $(\pm q,0,p)$ and $(p,\pm q,0)$. Within each pair the odd terms cancel, and the weighted sum is
$$\frac16\Big[2(p^4+q^4)\sum_k x_k^4+12p^2q^2\sum_{j<k}x_j^2x_k^2\Big]=\frac15\sum_kx_k^4+\frac25\sum_{j<k}x_j^2x_k^2=\frac{|x|^4}{5}.$$

## Two weakened hypotheses

If (1) is required only for $x$ along the coordinate axes, three vectors suffice: $e_0,e_1,e_2$ with weights $1/5$. At $x=(1,1,0)$ this set gives $2/5$ instead of $4/5$.

Unit length matters for the rigidity statement. Double one icosahedral axis and divide its weight by 16. Every term of (1) is unchanged, but that weight is now $1/96$.

## The Lean file

```lean
import Mathlib

open Matrix

namespace OrientationQuadrature

noncomputable section

variable {ι κ : Type*} [Fintype ι] {w : ι → ℝ} {n : ι → Fin 3 → ℝ}

/-- The weighted orientation set reproduces the isotropic average of the fourth power
of the projection on every vector `x`. -/
def ExactRankFour (w : ι → ℝ) (n : ι → Fin 3 → ℝ) : Prop :=
  ∀ x : Fin 3 → ℝ, ∑ i, w i * (n i ⬝ᵥ x) ^ 4 = (x ⬝ᵥ x) ^ 2 / 5

/-- The reading `v · A v` of a second-rank tensor `A` along `v`. -/
def reading (A : Matrix (Fin 3) (Fin 3) ℝ) (v : Fin 3 → ℝ) : ℝ := v ⬝ᵥ A *ᵥ v

/-- The kernel that weighs a reading along `v` when the reading along `y` is rebuilt. -/
def kernel (y v : Fin 3 → ℝ) : ℝ :=
  15 / 2 * (v ⬝ᵥ y) ^ 2 - 3 / 2 * (y ⬝ᵥ y) * (v ⬝ᵥ v)

/-- The symmetric tensor with components `xx, yy, zz, yz, xz, xy`. -/
def symTensor (c : Fin 6 → ℝ) : Matrix (Fin 3) (Fin 3) ℝ :=
  !![c 0, c 5, c 4; c 5, c 1, c 3; c 4, c 3, c 2]

/-- An exact orientation set gives the isotropic average of a product of four projections. -/
theorem rank_four_average (h : ExactRankFour w n) (a b c d : Fin 3 → ℝ) :
    ∑ i, w i * ((n i ⬝ᵥ a) * (n i ⬝ᵥ b) * (n i ⬝ᵥ c) * (n i ⬝ᵥ d)) =
      ((a ⬝ᵥ b) * (c ⬝ᵥ d) + (a ⬝ᵥ c) * (b ⬝ᵥ d) + (a ⬝ᵥ d) * (b ⬝ᵥ c)) / 15 := by
  obtain ⟨S, hS⟩ : ∃ S : ℝ → ℝ → ℝ → ℝ, ∀ s t u, S s t u = ∑ i, w i *
      (n i ⬝ᵥ a + s * (n i ⬝ᵥ b) + t * (n i ⬝ᵥ c) + u * (n i ⬝ᵥ d)) ^ 4 :=
    ⟨_, fun _ _ _ => rfl⟩
  have key : ∀ s t u, S s t u = (a ⬝ᵥ a + s ^ 2 * (b ⬝ᵥ b) + t ^ 2 * (c ⬝ᵥ c)
      + u ^ 2 * (d ⬝ᵥ d) + 2 * s * (a ⬝ᵥ b) + 2 * t * (a ⬝ᵥ c) + 2 * u * (a ⬝ᵥ d)
      + 2 * s * t * (b ⬝ᵥ c) + 2 * s * u * (b ⬝ᵥ d) + 2 * t * u * (c ⬝ᵥ d)) ^ 2 / 5 := by
    intro s t u
    have hx := h (a + s • b + t • c + u • d)
    rw [hS]
    simp only [dotProduct_add, dotProduct_smul, smul_eq_mul] at hx
    rw [hx]
    congr 2
    simp only [dotProduct, Fin.sum_univ_three, Pi.add_apply, Pi.smul_apply, smul_eq_mul]
    ring
  -- polarisation: a signed sum of fourth powers isolates the mixed product
  have pol : ∑ i, w i * ((n i ⬝ᵥ a) * (n i ⬝ᵥ b) * (n i ⬝ᵥ c) * (n i ⬝ᵥ d)) =
      1 / 192 * (S 1 1 1 - S 1 1 (-1) - S 1 (-1) 1 - S (-1) 1 1 + S 1 (-1) (-1)
        + S (-1) 1 (-1) + S (-1) (-1) 1 - S (-1) (-1) (-1)) := by
    simp only [hS, ← Finset.sum_sub_distrib, ← Finset.sum_add_distrib, Finset.mul_sum]
    refine Finset.sum_congr rfl fun i _ => ?_
    ring
  rw [pol]
  simp only [key]
  ring

/-- The reading of any second-rank tensor along any `y` is a weighted sum of its readings
along the directions of an exact orientation set. -/
theorem reading_reconstruction (h : ExactRankFour w n) (A : Matrix (Fin 3) (Fin 3) ℝ)
    (y : Fin 3 → ℝ) :
    ∑ i, w i * kernel y (n i) * reading A (n i) = reading A y := by
  have e (v : Fin 3 → ℝ) (k : Fin 3) : v ⬝ᵥ (Pi.single k 1 : Fin 3 → ℝ) = v k := by simp
  have e' (v : Fin 3 → ℝ) (k : Fin 3) : (Pi.single k 1 : Fin 3 → ℝ) ⬝ᵥ v = v k := by simp
  -- first for a product of two projections
  have step (a b : Fin 3 → ℝ) : ∑ i, w i * kernel y (n i) * ((n i ⬝ᵥ a) * (n i ⬝ᵥ b)) =
      (y ⬝ᵥ a) * (y ⬝ᵥ b) := by
    have r (k : Fin 3) : ∑ i, w i * (n i k * n i k * (n i ⬝ᵥ a) * (n i ⬝ᵥ b)) =
        (a ⬝ᵥ b + 2 * a k * b k) / 15 := by
      have q := rank_four_average h (Pi.single k 1) (Pi.single k 1) a b
      simp only [e, e', Pi.single_eq_same, one_mul] at q
      rw [q]
      ring
    have split : ∑ i, w i * kernel y (n i) * ((n i ⬝ᵥ a) * (n i ⬝ᵥ b)) =
        15 / 2 * ∑ i, w i * ((n i ⬝ᵥ y) * (n i ⬝ᵥ y) * (n i ⬝ᵥ a) * (n i ⬝ᵥ b))
        - 3 / 2 * (y ⬝ᵥ y) * (∑ i, w i * (n i 0 * n i 0 * (n i ⬝ᵥ a) * (n i ⬝ᵥ b))
          + ∑ i, w i * (n i 1 * n i 1 * (n i ⬝ᵥ a) * (n i ⬝ᵥ b))
          + ∑ i, w i * (n i 2 * n i 2 * (n i ⬝ᵥ a) * (n i ⬝ᵥ b))) := by
      simp only [← Finset.sum_add_distrib, Finset.mul_sum, ← Finset.sum_sub_distrib]
      refine Finset.sum_congr rfl fun i _ => ?_
      have hv : n i ⬝ᵥ n i = n i 0 * n i 0 + n i 1 * n i 1 + n i 2 * n i 2 := by
        simp only [dotProduct, Fin.sum_univ_three]
      simp only [kernel, hv]
      ring
    have hab : a ⬝ᵥ b = a 0 * b 0 + a 1 * b 1 + a 2 * b 2 := by
      simp only [dotProduct, Fin.sum_univ_three]
    rw [split, rank_four_average h y y a b, r 0, r 1, r 2]
    linear_combination (y ⬝ᵥ y / 5) * hab
  -- then for a tensor, row by row
  have p (v : Fin 3 → ℝ) : reading A v =
      (v ⬝ᵥ (Pi.single 0 1 : Fin 3 → ℝ)) * (v ⬝ᵥ A 0)
      + (v ⬝ᵥ (Pi.single 1 1 : Fin 3 → ℝ)) * (v ⬝ᵥ A 1)
      + (v ⬝ᵥ (Pi.single 2 1 : Fin 3 → ℝ)) * (v ⬝ᵥ A 2) := by
    simp only [e]
    simp only [reading, mulVec, dotProduct, Fin.sum_univ_three]
    ring
  simp only [p, mul_add, Finset.sum_add_distrib, step]

/-- The reading of a symmetric tensor written out in its six components. -/
theorem reading_symTensor (c : Fin 6 → ℝ) (v : Fin 3 → ℝ) :
    reading (symTensor c) v = c 0 * v 0 ^ 2 + c 1 * v 1 ^ 2 + c 2 * v 2 ^ 2
      + 2 * c 3 * (v 1 * v 2) + 2 * c 4 * (v 0 * v 2) + 2 * c 5 * (v 0 * v 1) := by
  simp [reading, symTensor, mulVec, dotProduct, Fin.sum_univ_three]
  ring

/-- The linear map from the six tensor components to the readings along a family `m`. -/
def readings (m : κ → Fin 3 → ℝ) : (Fin 6 → ℝ) →ₗ[ℝ] (κ → ℝ) where
  toFun c k := reading (symTensor c) (m k)
  map_add' c d := by
    funext k
    simp only [reading_symTensor, Pi.add_apply]
    ring
  map_smul' s c := by
    funext k
    simp only [reading_symTensor, Pi.smul_apply, smul_eq_mul, RingHom.id_apply]
    ring

/-- Readings along a family containing all directions of nonzero weight of an exact
orientation set determine a symmetric tensor. -/
theorem readings_injective (h : ExactRankFour w n) (m : κ → Fin 3 → ℝ)
    (hm : ∀ i, w i ≠ 0 → ∃ k, m k = n i) : Function.Injective (readings m) := by
  rw [injective_iff_map_eq_zero]
  intro c hc
  have hz (y : Fin 3 → ℝ) : reading (symTensor c) y = 0 := by
    rw [← reading_reconstruction h (symTensor c) y]
    refine Finset.sum_eq_zero fun i _ => ?_
    by_cases hw : w i = 0
    · simp [hw]
    · obtain ⟨k, hk⟩ := hm i hw
      have h0 : reading (symTensor c) (n i) = 0 := by
        rw [← hk]
        exact congrFun hc k
      rw [h0, mul_zero]
  have q (x y z : ℝ) : c 0 * x ^ 2 + c 1 * y ^ 2 + c 2 * z ^ 2
      + 2 * c 3 * (y * z) + 2 * c 4 * (x * z) + 2 * c 5 * (x * y) = 0 :=
    (reading_symTensor c ![x, y, z]).symm.trans (hz _)
  -- six test directions isolate the six components
  have h0 : c 0 = 0 := by linear_combination q 1 0 0
  have h1 : c 1 = 0 := by linear_combination q 0 1 0
  have h2 : c 2 = 0 := by linear_combination q 0 0 1
  have h3 : c 3 = 0 := by linear_combination (q 0 1 1 - q 0 1 0 - q 0 0 1) / 2
  have h4 : c 4 = 0 := by linear_combination (q 1 0 1 - q 1 0 0 - q 0 0 1) / 2
  have h5 : c 5 = 0 := by linear_combination (q 1 1 0 - q 1 0 0 - q 0 1 0) / 2
  funext i
  fin_cases i
  exacts [h0, h1, h2, h3, h4, h5]

/-- If an orientation set with real weights averages fourth powers exactly, every finite set
containing its vectors of nonzero weight has at least six elements. -/
theorem six_le_card_directions (h : ExactRankFour w n) (S : Finset (Fin 3 → ℝ))
    (hS : ∀ i, w i ≠ 0 → n i ∈ S) : 6 ≤ S.card := by
  have inj := readings_injective h (fun v : S => (v : Fin 3 → ℝ))
    (fun i hi => ⟨⟨n i, hS i hi⟩, rfl⟩)
  have hd := LinearMap.finrank_le_finrank_of_injective inj
  simpa using hd

/-- In an exact set of six unit vectors all weights are `1/6` and any two different members
have squared cosine `1/5`. -/
theorem six_directions_rigid (h : ExactRankFour w n) (hcard : Fintype.card ι = 6)
    (hn : ∀ i, n i ⬝ᵥ n i = 1) :
    (∀ i, w i = 1 / 6) ∧ ∀ i j, i ≠ j → (n i ⬝ᵥ n j) ^ 2 = 1 / 5 := by
  classical
  have surj : Function.Surjective (readings n) :=
    (LinearMap.injective_iff_surjective_of_finrank_eq_finrank (by simp [hcard])).1
      (readings_injective h n fun i _ => ⟨i, rfl⟩)
  -- a tensor read as 1 along one axis and 0 along the others
  have dual (j k : ι) : w k * kernel (n j) (n k) = if j = k then 1 else 0 := by
    obtain ⟨c, hc⟩ := surj (fun i => if i = k then 1 else 0)
    have hv (i : ι) : reading (symTensor c) (n i) = if i = k then 1 else 0 := congrFun hc i
    have r := reading_reconstruction h (symTensor c) (n j)
    simpa only [hv, mul_ite, mul_one, mul_zero, Finset.sum_ite_eq', Finset.mem_univ,
      if_true] using r
  have hw (i : ι) : w i = 1 / 6 := by
    have d := dual i i
    rw [if_pos rfl] at d
    simp only [kernel, hn] at d
    linarith
  refine ⟨hw, fun i j hij => ?_⟩
  have d := dual i j
  rw [if_neg hij, hw j] at d
  simp only [kernel, hn] at d
  rw [dotProduct_comm]
  linarith

/-- The smaller nonzero coordinate of a unit icosahedral axis. -/
def shortLeg : ℝ := √((5 - √5) / 10)

/-- The larger nonzero coordinate of a unit icosahedral axis. -/
def longLeg : ℝ := √((5 + √5) / 10)

/-- The six axes through opposite vertices of a regular icosahedron. -/
def icosahedralAxes : Fin 6 → Fin 3 → ℝ :=
  ![![0, shortLeg, longLeg], ![0, shortLeg, -longLeg], ![longLeg, 0, shortLeg],
    ![-longLeg, 0, shortLeg], ![shortLeg, longLeg, 0], ![shortLeg, -longLeg, 0]]

/-- The six icosahedral axes are unit vectors and, with equal weights `1/6`, average fourth
powers exactly. -/
theorem icosahedralAxes_witness :
    (∀ i, icosahedralAxes i ⬝ᵥ icosahedralAxes i = 1) ∧
      ExactRankFour (fun _ => 1 / 6) icosahedralAxes := by
  have hs : √5 ^ 2 = (5 : ℝ) := Real.sq_sqrt (by norm_num)
  have hs0 : 0 ≤ √(5 : ℝ) := Real.sqrt_nonneg 5
  have hs5 : √(5 : ℝ) ≤ 5 := by nlinarith
  have hp : shortLeg ^ 2 = (5 - √5) / 10 := Real.sq_sqrt (by linarith)
  have hq : longLeg ^ 2 = (5 + √5) / 10 := Real.sq_sqrt (by linarith)
  have h1 : shortLeg ^ 2 + longLeg ^ 2 = 1 := by rw [hp, hq]; ring
  have h2 : shortLeg ^ 2 * longLeg ^ 2 = 1 / 5 := by
    rw [hp, hq]
    linear_combination (-1 / 100) * hs
  constructor
  · intro i
    fin_cases i <;> simp [icosahedralAxes, dotProduct, Fin.sum_univ_three] <;>
      linear_combination h1
  · intro x
    simp only [Fin.sum_univ_six, dotProduct, Fin.sum_univ_three]
    simp [icosahedralAxes]
    linear_combination
      ((x 0 ^ 4 + x 1 ^ 4 + x 2 ^ 4) / 3 * (shortLeg ^ 2 + longLeg ^ 2 + 1)) * h1
      + (2 * (x 0 ^ 2 * x 1 ^ 2 + x 1 ^ 2 * x 2 ^ 2 + x 0 ^ 2 * x 2 ^ 2)
        - 2 * (x 0 ^ 4 + x 1 ^ 4 + x 2 ^ 4) / 3) * h2

end

end OrientationQuadrature
```

```lean
#print axioms OrientationQuadrature.six_le_card_directions
#print axioms OrientationQuadrature.six_directions_rigid
```

```
'OrientationQuadrature.six_le_card_directions' depends on axioms: [propext, Classical.choice, Quot.sound]
'OrientationQuadrature.six_directions_rigid' depends on axioms: [propext, Classical.choice, Quot.sound]
```

## How the proof follows the derivation

`rank_four_average` is equation (2). The function `S s t u` denotes the weighted sum of fourth powers at $x=a+sb+tc+ud$. The step `key` evaluates it by the hypothesis, and `pol` is the signed sum with its factor $1/192$. After both are substituted, `ring` collects the three pairings.

`reading_reconstruction` is equation (3). Inside it, `r` is the case of (2) with a repeated unit vector, `split` separates the two parts of the kernel, and `step` is the identity for a product of two projections. The decomposition into rows is `p`. The lemma holds for any matrix, although a reading sees only its symmetric part.

`symTensor` builds a symmetric matrix from the components $xx,yy,zz,yz,xz,xy$, and `readings m` is the linear map from these six numbers to the readings along a family `m`. In `readings_injective`, each term of (3) vanishes either because its weight is zero or because its reading is. The six test directions in `q` then isolate the components.

For the bound, `m` is the set `S` itself, and `LinearMap.finrank_le_finrank_of_injective` compares dimension six with the number of its elements. For six unit vectors, `m` is the family `n`. Equal dimensions give `surj`, and `dual` is the relation $w_kK(n_j,n_k)=\delta_{jk}$, from which `linarith` obtains the weights and the squared cosines.

In `icosahedralAxes_witness`, `shortLeg` and `longLeg` are $p$ and $q$. The facts `h1` and `h2` are $p^2+q^2=1$ and $p^2q^2=1/5$, and the final `linear_combination` states which multiples of them turn the expanded sum into $|x|^4/5$.
